# Dirac bound states at \(E^2=n(2l-n)\) in the kink mass \(l\tanh x\), for natural \(n<l\)

## Does the ladder produce genuine bound states?

If all I have is a ladder recipe for the bound states of a Dirac kink, I may be listing energies with no state behind them. A function generated by a product of operators can satisfy the right eigenvalue equation and still be identically zero, or fail to be normalisable.

The recipe uses

\[
A(l)=\frac{d}{dx}+l\tanh x,\qquad B(l)=-\frac{d}{dx}+l\tanh x ,
\]

and claims that \(B(l)B(l-1)\cdots B(l-n+1)\cosh^{n-l}x\) is an eigenfunction of \(B(l)A(l)\) with eigenvalue \(n(2l-n)\) whenever \(n<l\). Can this be made rigorous and machine-checked, including that the functions are nonzero and square-integrable, and that they solve the Dirac equation?

## It does, for every natural \(n<l\)

Take \(\hbar=c=1\) and kink width \(w=1\). The mass \(l\tanh x\) is a prescribed background that changes sign at a domain wall, and for \(l>0\) it tends to \(\pm l\) as \(x\to\pm\infty\). With the Pauli matrices \(\sigma_x\) and \(\sigma_y\), the Hamiltonian is

\[
H=-i\sigma_y\frac{d}{dx}+l\tanh x\,\sigma_x=\begin{pmatrix}0&B(l)\\A(l)&0\end{pmatrix}.
\]

Thus \(B(l)A(l)\) is the upper block of \(H^2\), and its eigenvalues are values of \(E^2\).

### Lowering the strength by one

Write \(t=\tanh x\), so \(t'=1-t^2\). For smooth \(f\),

\[
\begin{aligned}
A(l)B(l)f&=(-f'+ltf)'+lt(-f'+ltf)\\
&=-f''+\bigl[l+l(l-1)t^2\bigr]f,\\
B(k)A(k)f&=-(f'+ktf)'+kt(f'+ktf)\\
&=-f''+\bigl[-k+k(k+1)t^2\bigr]f .
\end{aligned}
\]

Setting \(k=l-1\) and subtracting gives

\[
A(l)B(l)=B(l-1)A(l-1)+2l-1 .
\]

Define \(\varphi_{l,0}=\cosh^{-l}x\) and \(\varphi_{l,n+1}=B(l)\varphi_{l-1,n}\). Since \((\cosh^s x)'=s\,t\cosh^s x\), we have \(A(l)\varphi_{l,0}=0\). The next claim is

\[
A(l)\varphi_{l,n+1}=(n+1)(2l-n-1)\,\varphi_{l-1,n}.
\]

For \(n=0\), the intertwining relation leaves only the factor \(2l-1\). For \(n\ge1\), the claim one step down, at strength \(l-1\), gives \(B(l-1)A(l-1)\varphi_{l-1,n}=n(2l-2-n)\varphi_{l-1,n}\), and

\[
n(2l-2-n)+2l-1=(n+1)(2l-n-1).
\]

Applying \(B(l)\) to the claim yields the eigenvalue equation for \(\varphi_{l,n+1}\), with eigenvalue \((n+1)(2l-n-1)\). For \(\varphi_{l,0}\) the eigenvalue is zero.

### Nonzero and normalisable

The function \(\varphi_{l,0}\) is positive. If \(n+1<l\), the factor \((n+1)(2l-n-1)\) is positive, so \(\varphi_{l,n+1}=0\) would force \(\varphi_{l-1,n}=0\). Induction excludes this.

For the decay, put \(s=n+1-l\). Then

\[
B(l)\bigl[p(t)\cosh^s x\bigr]=\bigl[-(1-t^2)p'(t)+(l-s)t\,p(t)\bigr]\cosh^s x .
\]

By induction, \(\varphi_{l,n}=p(t)\cosh^{n-l}x\) for some polynomial \(p\). As \(|t|\le1\), there is a bound \(|p(t)|\le C\), and \(\cosh x\ge e^{|x|}/2\) gives

\[
\varphi_{l,n}^2\le C^2\cosh^{2(n-l)}x\le C^2\,2^{2(l-n)}e^{-2(l-n)|x|},
\]

which is integrable for \(n<l\).

### Back to spinors

The spinor \((\varphi_{l,0},0)\) has energy zero. If \(E^2=(n+1)(2l-n-1)\), then \(\psi=(\varphi_{l,n+1},E\varphi_{l-1,n})\) satisfies

\[
H\psi=\bigl(E\varphi_{l,n+1},\,E^2\varphi_{l-1,n}\bigr)=E\psi .
\]

For \(0<l\le1\), only \(n=0\) is allowed; at \(l=1\) the normalised zero mode is \((\operatorname{sech}x/\sqrt2,\,0)\). At \(l=2\), the level \(n=1\) appears with \(E=\pm\sqrt3\) and normalised spinor \(\bigl(\tfrac{\sqrt3}{2}\tanh x\operatorname{sech}x,\ \pm\tfrac12\operatorname{sech}x\bigr)\).

The condition \(n<l\) matters for both properties. At \(n=l=1\), the recipe gives \(B(1)1=\tanh x\), which is not square-integrable. At \(n=1,\ l=\tfrac12\), it gives \(B(\tfrac12)\cosh^{1/2}x=0\).

### What the Lean statements say

`lowerOp l` and `raiseOp l` are \(A(l)\) and \(B(l)\), acting on functions `ℝ → ℝ` through `deriv`. `level l n` is the unnormalised \(\varphi_{l,n}\), and `dirac l` is \(H\) on pairs of real functions. Real components suffice because the matrix of \(H\) above has real coefficients.

- `intertwining` states the operator relation for every real `l` and every smooth `f`.
- `kink_bound_states` assumes `(n : ℝ) < l` and concludes three things: the eigenvalue equation, `level l n ≠ 0`, and integrability of the square.
- `dirac_levels` gives the zero-energy solution and, for each real `E` with the stated square, the spinor equation. It puts no lower bound on `l`, so normalisability comes from `kink_bound_states`. For \(l>0\) the zero-energy solution is a bound state. For \(n+1<l\) that theorem applies to both components of the other spinors, at strength `l` with level `n+1` and at strength `l-1` with level `n`, so they are bound states too.

The theorems concern explicit functions; they do not address self-adjointness of \(H\) or whether the list of bound states is complete. For this non-interacting, one-dimensional model with a fixed tanh profile, the energies can serve as exact reference values for a discretised Dirac solver.

```lean
import Mathlib

open scoped ContDiff
open MeasureTheory

namespace DiracKink

noncomputable section

/-- The first-order operator `A(l) = d/dx + l tanh x`. -/
def lowerOp (l : ℝ) (f : ℝ → ℝ) : ℝ → ℝ :=
  fun x => deriv f x + l * Real.tanh x * f x

/-- The first-order operator `B(l) = -d/dx + l tanh x`. -/
def raiseOp (l : ℝ) (f : ℝ → ℝ) : ℝ → ℝ :=
  fun x => -deriv f x + l * Real.tanh x * f x

/-- The function `B(l) B(l-1) ... B(l-n+1) cosh^(n-l)`, built recursively in `n`. -/
def level (l : ℝ) : ℕ → ℝ → ℝ
  | 0 => fun x => Real.cosh x ^ (-l)
  | n + 1 => raiseOp l (level (l - 1) n)

/-- The Dirac Hamiltonian with mass profile `l tanh x`, acting on two-component
spinors `(u, v)` as `(B(l) v, A(l) u)`. -/
def dirac (l : ℝ) (ψ : (ℝ → ℝ) × (ℝ → ℝ)) : (ℝ → ℝ) × (ℝ → ℝ) :=
  (raiseOp l ψ.2, lowerOp l ψ.1)

/-- The slopes of the kink profile `tanh x` and of the real powers of `cosh x`. -/
theorem hasDerivAt_profiles (s x : ℝ) :
    HasDerivAt Real.tanh (1 - Real.tanh x ^ 2) x ∧
    HasDerivAt (fun y => Real.cosh y ^ s) (s * Real.tanh x * Real.cosh x ^ s) x := by
  have hc : Real.cosh x ≠ 0 := (Real.cosh_pos x).ne'
  constructor
  · have e : Real.tanh = fun y => Real.sinh y / Real.cosh y :=
      funext Real.tanh_eq_sinh_div_cosh
    have h : HasDerivAt Real.tanh
        ((Real.cosh x * Real.cosh x - Real.sinh x * Real.sinh x) / Real.cosh x ^ 2) x := by
      rw [e]
      exact (Real.hasDerivAt_sinh x).fun_div (Real.hasDerivAt_cosh x) hc
    refine h.congr_deriv ?_
    rw [Real.tanh_eq_sinh_div_cosh, div_pow, sub_div, ← sq, ← sq,
      div_self (pow_ne_zero 2 hc)]
  · refine ((Real.hasDerivAt_cosh x).rpow_const (Or.inl hc)).congr_deriv ?_
    rw [Real.rpow_sub_one hc, Real.tanh_eq_sinh_div_cosh]
    ring

/-- On differentiable functions, `B(l)` commutes with multiplication by a constant. -/
theorem raiseOp_smul (l c : ℝ) {f : ℝ → ℝ} (hf : Differentiable ℝ f) :
    raiseOp l (c • f) = c • raiseOp l f := by
  funext x
  have h : deriv (c • f) x = c * deriv f x := ((hf x).hasDerivAt.const_mul c).deriv
  simp only [raiseOp, Pi.smul_apply, smul_eq_mul, h]
  ring

/-- Intertwining relation on smooth functions: `A(l) B(l) = B(l-1) A(l-1) + 2l - 1`. -/
theorem intertwining (l : ℝ) {f : ℝ → ℝ} (hf : ContDiff ℝ ∞ f) :
    lowerOp l (raiseOp l f) =
      raiseOp (l - 1) (lowerOp (l - 1) f) + (2 * l - 1) • f := by
  obtain ⟨hf1, hf2⟩ := contDiff_infty_iff_deriv.1 hf
  have hf3 := (contDiff_infty_iff_deriv.1 hf2).1
  funext x
  have h1 := (hf3 x).hasDerivAt
  have ht (k : ℝ) : HasDerivAt (fun y => k * Real.tanh y * f y)
      (k * (1 - Real.tanh x ^ 2) * f x + k * Real.tanh x * deriv f x) x :=
    ((hasDerivAt_profiles 0 x).1.const_mul k).fun_mul (hf1 x).hasDerivAt
  have hB : deriv (raiseOp l f) x = _ := (h1.fun_neg.fun_add (ht l)).deriv
  have hA : deriv (lowerOp (l - 1) f) x = _ := (h1.fun_add (ht (l - 1))).deriv
  change deriv (raiseOp l f) x + l * Real.tanh x * raiseOp l f x =
    -deriv (lowerOp (l - 1) f) x + (l - 1) * Real.tanh x * lowerOp (l - 1) f x
      + (2 * l - 1) * f x
  rw [hB, hA]
  simp only [raiseOp, lowerOp]
  ring

/-- `A(l)` annihilates `cosh^(-l)`. -/
theorem lowerOp_ground (l : ℝ) : lowerOp l (level l 0) = 0 := by
  funext x
  simp only [lowerOp, level, (hasDerivAt_profiles (-l) x).2.deriv, Pi.zero_apply]
  ring

/-- Every function `level l n` is smooth. -/
theorem level_smooth (n : ℕ) (l : ℝ) : ContDiff ℝ ∞ (level l n) := by
  have ht : ContDiff ℝ ∞ Real.tanh := by
    rw [show Real.tanh = fun y => Real.sinh y / Real.cosh y from
      funext Real.tanh_eq_sinh_div_cosh]
    exact Real.contDiff_sinh.div Real.contDiff_cosh fun x => (Real.cosh_pos x).ne'
  induction n generalizing l with
  | zero =>
    rw [level]
    exact Real.contDiff_cosh.rpow_const_of_ne fun x => (Real.cosh_pos x).ne'
  | succ n ih =>
    rw [level]
    exact (contDiff_infty_iff_deriv.1 (ih (l - 1))).2.neg.add
      ((contDiff_const.mul ht).mul (ih (l - 1)))

/-- `A(l)` takes level `n+1` at strength `l` to `(n+1)(2l-(n+1))` times level `n`
at strength `l-1`. -/
theorem lowerOp_level (n : ℕ) (l : ℝ) :
    lowerOp l (level l (n + 1)) =
      (((n : ℝ) + 1) * (2 * l - ((n : ℝ) + 1))) • level (l - 1) n := by
  induction n generalizing l with
  | zero =>
    have h0 : raiseOp (l - 1) 0 = 0 := by
      funext x
      simp [raiseOp]
    have h1 : level l (0 + 1) = raiseOp l (level (l - 1) 0) := rfl
    rw [h1, intertwining l (level_smooth 0 (l - 1)), lowerOp_ground, h0, zero_add]
    congr 1
    push_cast
    ring
  | succ n ih =>
    have hd := (contDiff_infty_iff_deriv.1 (level_smooth n (l - 1 - 1))).1
    have hs : raiseOp (l - 1) (level (l - 1 - 1) n) = level (l - 1) (n + 1) := by
      rw [level]
    rw [level, intertwining l (level_smooth (n + 1) (l - 1)), ih (l - 1),
      raiseOp_smul _ _ hd, hs, ← add_smul]
    congr 1
    push_cast
    ring

/-- Each level is a polynomial in `tanh x` times `cosh^(n-l)`. -/
theorem level_profile (n : ℕ) (l : ℝ) : ∃ p : Polynomial ℝ, ∀ x,
    level l n x = p.eval (Real.tanh x) * Real.cosh x ^ ((n : ℝ) - l) := by
  induction n generalizing l with
  | zero => exact ⟨1, fun x => by simp [level]⟩
  | succ n ih =>
    obtain ⟨p, hp⟩ := ih (l - 1)
    have hs : ((n + 1 : ℕ) : ℝ) - l = (n : ℝ) - (l - 1) := by push_cast; ring
    refine ⟨-p.derivative * (1 - Polynomial.X ^ 2)
      + Polynomial.C (l - ((n : ℝ) - (l - 1))) * Polynomial.X * p, fun x => ?_⟩
    have hd := ((p.hasDerivAt (Real.tanh x)).comp x (hasDerivAt_profiles 0 x).1).fun_mul
      (hasDerivAt_profiles ((n : ℝ) - (l - 1)) x).2
    simp only [Function.comp_apply] at hd
    rw [level, funext hp, hs]
    simp only [raiseOp, hd.deriv, Polynomial.eval_add, Polynomial.eval_mul,
      Polynomial.eval_neg, Polynomial.eval_sub, Polynomial.eval_one, Polynomial.eval_pow,
      Polynomial.eval_X, Polynomial.eval_C]
    ring

/-- Negative powers of `cosh x` are integrable over the whole line. -/
theorem integrable_cosh_rpow {r : ℝ} (hr : r < 0) :
    Integrable (fun x : ℝ => Real.cosh x ^ r) := by
  have he : Integrable (fun x : ℝ => Real.exp (|x| * r)) := by
    rw [← integrableOn_univ, ← Set.Iic_union_Ioi (a := (0 : ℝ))]
    refine IntegrableOn.union ?_ ?_
    · refine (integrableOn_exp_mul_Iic (neg_pos.2 hr) 0).congr_fun (fun x hx => ?_)
        measurableSet_Iic
      simp only [abs_of_nonpos (Set.mem_Iic.1 hx)]
      congr 1
      ring
    · refine (integrableOn_exp_mul_Ioi hr 0).congr_fun (fun x hx => ?_) measurableSet_Ioi
      simp only [abs_of_pos (Set.mem_Ioi.1 hx)]
      congr 1
      ring
  refine (he.div_const ((2 : ℝ) ^ r)).mono' (Real.continuous_cosh.rpow_const
    fun x => Or.inl (Real.cosh_pos x).ne').aestronglyMeasurable (ae_of_all _ fun x => ?_)
  -- compare `cosh x` with `exp |x| / 2`
  have hle : Real.exp |x| / 2 ≤ Real.cosh x := by
    rw [← Real.cosh_abs, Real.cosh_eq]
    linarith [Real.exp_pos (-|x|)]
  rw [Real.norm_eq_abs, abs_of_pos (Real.rpow_pos_of_pos (Real.cosh_pos x) r),
    Real.exp_mul, ← Real.div_rpow (Real.exp_pos _).le (by norm_num)]
  exact Real.rpow_le_rpow_of_nonpos (by positivity) hle hr.le

/-- For every natural `n < l`, the function `level l n` is a nonzero, square-integrable
eigenfunction of `B(l) A(l)` with eigenvalue `n(2l - n)`. -/
theorem kink_bound_states (n : ℕ) (l : ℝ) (hn : (n : ℝ) < l) :
    raiseOp l (lowerOp l (level l n)) = ((n : ℝ) * (2 * l - n)) • level l n ∧
    level l n ≠ 0 ∧ Integrable (fun x => level l n x ^ 2) := by
  refine ⟨?_, ?_, ?_⟩
  · cases n with
    | zero =>
      rw [lowerOp_ground]
      funext x
      simp [raiseOp]
    | succ n =>
      have hd := (contDiff_infty_iff_deriv.1 (level_smooth n (l - 1))).1
      rw [lowerOp_level, raiseOp_smul _ _ hd, level]
      push_cast
      rfl
  · induction n generalizing l with
    | zero =>
      intro h
      have h0 := congrFun h 0
      simp [level] at h0
    | succ n ih =>
      intro h
      push_cast at hn
      -- a vanishing level would force the level below it to vanish
      have h1 := lowerOp_level n l
      have h0 : lowerOp l 0 = 0 := by
        funext x
        simp [lowerOp]
      rw [h, h0] at h1
      have hpos : 0 < ((n : ℝ) + 1) * (2 * l - ((n : ℝ) + 1)) := by
        have hn0 : (0 : ℝ) ≤ n := n.cast_nonneg
        exact mul_pos (by linarith) (by linarith)
      exact (smul_ne_zero hpos.ne' (ih (l - 1) (by linarith))) h1.symm
  · obtain ⟨p, hp⟩ := level_profile n l
    obtain ⟨C, hC⟩ := (isCompact_Icc (a := (-1 : ℝ)) (b := 1)).exists_bound_of_continuousOn
      p.continuous.continuousOn
    have hi := integrable_cosh_rpow (r := ((n : ℝ) - l) + ((n : ℝ) - l)) (by linarith)
    refine (hi.const_mul (C ^ 2)).mono'
      ((level_smooth n l).continuous.pow 2).aestronglyMeasurable (ae_of_all _ fun x => ?_)
    have ht : Real.tanh x ^ 2 ≤ 1 := by
      rw [Real.tanh_eq_sinh_div_cosh, div_pow, div_le_one (pow_pos (Real.cosh_pos x) 2)]
      linarith [Real.cosh_sq x]
    have hb := hC (Real.tanh x) ⟨by nlinarith, by nlinarith⟩
    rw [Real.norm_eq_abs] at hb
    rw [Real.norm_eq_abs, abs_of_nonneg (sq_nonneg _), hp x, mul_pow,
      Real.rpow_add (Real.cosh_pos x), ← sq (Real.cosh x ^ ((n : ℝ) - l))]
    exact mul_le_mul_of_nonneg_right (sq_le_sq' (abs_le.1 hb).1 (abs_le.1 hb).2)
      (sq_nonneg _)

/-- The kink Dirac Hamiltonian annihilates `(cosh^(-l), 0)`, and for each real `E` with
`E² = (n+1)(2l-(n+1))` it multiplies the spinor `(level l (n+1), E level (l-1) n)` by `E`. -/
theorem dirac_levels (l : ℝ) :
    dirac l (level l 0, 0) = 0 ∧
    ∀ (n : ℕ) (E : ℝ), E ^ 2 = ((n : ℝ) + 1) * (2 * l - ((n : ℝ) + 1)) →
      dirac l (level l (n + 1), E • level (l - 1) n) =
        E • (level l (n + 1), E • level (l - 1) n) := by
  constructor
  · refine Prod.ext ?_ (lowerOp_ground l)
    funext x
    simp [dirac, raiseOp]
  · intro n E hE
    have hd := (contDiff_infty_iff_deriv.1 (level_smooth n (l - 1))).1
    refine Prod.ext ?_ ?_
    · change raiseOp l (E • level (l - 1) n) = E • level l (n + 1)
      rw [raiseOp_smul _ _ hd, level]
    · change lowerOp l (level l (n + 1)) = E • (E • level (l - 1) n)
      rw [lowerOp_level, smul_smul, ← sq, hE]

end

end DiracKink
```

```lean
#print axioms DiracKink.kink_bound_states
#print axioms DiracKink.dirac_levels
```

```
'DiracKink.kink_bound_states' depends on axioms: [propext, Classical.choice, Quot.sound]
'DiracKink.dirac_levels' depends on axioms: [propext, Classical.choice, Quot.sound]
```

### How the proof follows the calculation

`hasDerivAt_profiles` supplies the derivatives of \(\tanh x\) and \(\cosh^s x\). In `intertwining`, the product rule gives the derivatives of \(B(l)f\) and \(A(l-1)f\), and `ring` compares the two expansions.

`lowerOp_ground` is \(A(l)\varphi_{l,0}=0\). `lowerOp_level` is the induction for the lowering formula. It keeps `l` general because the induction hypothesis is needed at `l - 1`. There `level_smooth` permits the use of `intertwining`, `raiseOp_smul` moves the numerical factor through \(B\), and `ring` checks the identity between the coefficients.

`level_profile` constructs the polynomial by the recursion above, and `integrable_cosh_rpow` proves the exponential comparison. `kink_bound_states` then treats its three conclusions in turn: it applies \(B(l)\) to the lowering formula, descends from a supposedly vanishing level to the one below, and bounds the polynomial on the compact interval \([-1,1]\). Finally, `dirac_levels` checks the two spinor components separately, using the definition of `level` for the upper one and `lowerOp_level` for the lower one.
